# Sorting N-electron determinants by seniority

Put two electrons into two spatial orbitals, 1 and 2. There are four spin orbitals, so there are six determinants. In two of them the electrons share an orbital: $1\bar 1$ and $2\bar 2$, with a bar for spin down. In the other four each orbital holds one electron, and each of these electrons has a free choice of spin: $12$, $1\bar 2$, $\bar 1 2$, $\bar 1\bar 2$. The count splits as $6 = 2 + 2^2$. A pair has no spin freedom, and every unpaired electron contributes a factor of two.

The problems below carry this count over to $N$ electrons in $K$ spatial orbitals. The results are the dimensions of the sectors of a full configuration interaction expansion in a finite orbital basis, before spatial symmetry or total spin is imposed.

## Determinants as occupation sets

```lean
import Mathlib

open Finset

namespace SeniorityDecomposition
```

Both spins use the same $K$ spatial orbitals. A determinant is recorded by its occupied spin orbitals, a finite subset of two copies of the orbital set `Fin K`.

```lean
/-- A Slater determinant on `K` spatial orbitals, given by its set of occupied spin orbitals:
spin up in the left copy of the orbitals, spin down in the right copy. -/
abbrev Determinant (K : ℕ) := Finset (Fin K ⊕ Fin K)
```

This `Determinant` carries no orbital functions, sign or coefficient. That distinct occupation sets give linearly independent many-electron states is the step left to ordinary quantum mechanics; it holds for orthonormal spin orbitals.

Write $A$ for the set of orbitals holding a spin-up electron (`d.toLeft`) and $B$ for those holding a spin-down electron (`d.toRight`). The doubly occupied orbitals are $D = A\cap B$, and $p = |D|$ is the number of pairs.

```lean
/-- The spatial orbitals occupied with both spins. -/
def doubly {K : ℕ} (d : Determinant K) : Finset (Fin K) := d.toLeft ∩ d.toRight
```

The orbitals with a spin-up electron only are $U = A\setminus B$, with $u = |U|$.

```lean
/-- The spatial orbitals occupied by a spin-up electron only. -/
def upOnly {K : ℕ} (d : Determinant K) : Finset (Fin K) := d.toLeft \ d.toRight
```

The singly occupied orbitals are $S = U\cup(B\setminus A)$.

```lean
/-- The spatial orbitals occupied by exactly one electron. -/
def singly {K : ℕ} (d : Determinant K) : Finset (Fin K) :=
  upOnly d ∪ (d.toRight \ d.toLeft)
```

The seniority is $s = |S|$. The letters $S$ and $s$ do not denote the total spin here.

```lean
/-- The seniority of a determinant: its number of singly occupied spatial orbitals. -/
def seniority {K : ℕ} (d : Determinant K) : ℕ := (singly d).card
```

In the other direction, a determinant can be built from three given sets $D$, $S$ and $U$.

```lean
/-- The determinant with the orbitals of `D` occupied by both spins, those of `U` by spin up,
and those of `S` outside `U` by spin down. -/
def assemble {K : ℕ} (D S U : Finset (Fin K)) : Determinant K :=
  (D ∪ U).disjSum (D ∪ (S \ U))
```

## (a) Spin-up electrons, paired and unpaired

**Task.** Express the number of spin-up electrons through $u$ and $p$:
$$u + p = |A|.$$

**Solution.** Each orbital in $A$ either lies in $B$ or does not. Hence $A$ is the disjoint union of $A\setminus B = U$ and $A\cap B = D$, and the sizes add. Mathlib has this fact for any two finite sets, and the proof cites it.

```lean
/-- The number of orbitals occupied by a spin-up electron only, plus the number of doubly occupied
orbitals, is the number of spin-up electrons. -/
theorem up_electrons {K : ℕ} (d : Determinant K) :
    (upOnly d).card + (doubly d).card = d.toLeft.card :=
  card_sdiff_add_card_inter _ _
```

## (b) Electron number from pairs and seniority

**Task.** Show that a determinant with $N$ electrons satisfies
$$N = 2p + s.$$

**Solution.** By (a), $|A| = |A\setminus B| + p$, and likewise $|B| = |B\setminus A| + p$. The two differences are disjoint, so their sizes add up to $s$. Therefore
$$N = |A| + |B| = 2p + |A\setminus B| + |B\setminus A| = 2p + s.$$

In the Lean proof `hdisj` is the disjointness, `hs` splits the seniority, and `hu` and `hr` split the two spin strings. `omega` then does the linear arithmetic.

```lean
/-- The electron number is twice the number of doubly occupied orbitals plus the seniority. -/
theorem electron_number {K : ℕ} (d : Determinant K) :
    d.card = 2 * (doubly d).card + seniority d := by
  have hdisj : Disjoint (upOnly d) (d.toRight \ d.toLeft) := by
    rw [disjoint_left]
    intro x hx hy
    simp only [upOnly, mem_sdiff] at hx hy
    exact hx.2 hy.1
  have hs : seniority d = (upOnly d).card + (d.toRight \ d.toLeft).card :=
    card_union_of_disjoint hdisj
  have hu := up_electrons d
  have hr := card_sdiff_add_card_inter d.toRight d.toLeft
  have hc : (d.toRight ∩ d.toLeft).card = (doubly d).card := by
    rw [inter_comm, doubly]
  have ht := d.card_toLeft_add_card_toRight
  omega
```

## (c) Determinants with given pairs, seniority and unpaired up spins

**Task.** Show that the number of determinants with given $p$, $s$ and $u$ is
$$\binom{K}{p}\binom{K-p}{s}\binom{s}{u}.$$

**Solution.** Choose $D$ among the $K$ orbitals, then $S$ among the $K-p$ orbitals outside $D$, then $U\subseteq S$. The three factors count these choices. It remains to show that the choices correspond one to one to determinants.

Given $D$, $S$ and $U$, set $A = D\cup U$ and $B = D\cup(S\setminus U)$. Since $D$, $U$ and $S\setminus U$ are mutually disjoint,
$$A\cap B = D,\qquad A\setminus B = U,\qquad B\setminus A = S\setminus U,$$
so the determinant returns the sets it was built from. Conversely, start from a determinant and read off its $D$, $S$ and $U$. Then $D\cup U = (A\cap B)\cup(A\setminus B) = A$, and $D\cup(S\setminus U) = (A\cap B)\cup(B\setminus A) = B$, so the determinant is recovered.

In Lean, `hT` counts the nested choices, and `key` states that for $S$ outside $D$ and $U\subseteq S$ the assembled determinant has $D$, $S$ and $U$ as its doubly occupied, singly occupied and spin-up-only orbitals. `card_bij'` then asks for four things: that each map lands in the right set, and that the maps undo each other in both orders. Lean's subtraction of natural numbers stops at zero, which is harmless for $p>K$ because $\binom{K}{p}$ vanishes there.

```lean
/-- The number of determinants with `p` doubly occupied orbitals, seniority `s`, and `u`
unpaired spin-up electrons is `C(K,p) C(K-p,s) C(s,u)`. -/
theorem card_sector (K p s u : ℕ) :
    (univ.filter fun d : Determinant K =>
      (doubly d).card = p ∧ seniority d = s ∧ (upOnly d).card = u).card
      = K.choose p * (K - p).choose s * s.choose u := by
  -- count the choices of doubly occupied, singly occupied and spin-up orbitals in turn
  have hT : ((powersetCard p (univ : Finset (Fin K))).sigma fun D =>
      (powersetCard s Dᶜ).sigma fun S => powersetCard u S).card
      = K.choose p * ((K - p).choose s * s.choose u) := by
    rw [card_sigma]
    refine (sum_const_nat (m := (K - p).choose s * s.choose u) ?_).trans ?_
    · intro D hD
      rw [card_sigma]
      refine (sum_const_nat (m := s.choose u) ?_).trans ?_
      · intro S hS
        rw [card_powersetCard, (mem_powersetCard.1 hS).2]
      · rw [card_powersetCard, card_compl, Fintype.card_fin, (mem_powersetCard.1 hD).2]
    · rw [card_powersetCard, Finset.card_univ, Fintype.card_fin]
  -- the three sets can be read off from the assembled determinant
  have key : ∀ D S U : Finset (Fin K), S ⊆ Dᶜ → U ⊆ S →
      doubly (assemble D S U) = D ∧ singly (assemble D S U) = S ∧
        upOnly (assemble D S U) = U := by
    intro D S U hS hU
    refine ⟨?_, ?_, ?_⟩
    all_goals
      ext x
      have h1 : x ∈ S → x ∈ Dᶜ := fun h => hS h
      have h2 : x ∈ U → x ∈ S := fun h => hU h
      simp only [doubly, singly, upOnly, assemble, mem_union, mem_inter, mem_sdiff, mem_compl,
        mem_toLeft, mem_toRight, inl_mem_disjSum, inr_mem_disjSum] at h1 ⊢
      tauto
  rw [mul_assoc, ← hT]
  refine card_bij' (fun d _ => ⟨doubly d, singly d, upOnly d⟩)
    (fun x _ => assemble x.1 x.2.1 x.2.2) ?_ ?_ ?_ ?_
  · intro d hd
    obtain ⟨hp, hs, hu⟩ := (mem_filter.1 hd).2
    refine mem_sigma.2 ⟨mem_powersetCard.2 ⟨subset_univ _, hp⟩,
      mem_sigma.2 ⟨mem_powersetCard.2 ⟨?_, hs⟩, mem_powersetCard.2 ⟨?_, hu⟩⟩⟩
    · intro x hx
      simp only [singly, upOnly, doubly, mem_union, mem_sdiff, mem_compl, mem_inter] at hx ⊢
      tauto
    · exact subset_union_left
  · rintro ⟨D, S, U⟩ h
    simp only [mem_sigma, mem_powersetCard] at h
    obtain ⟨⟨-, hD⟩, ⟨hSD, hS⟩, hUS, hU⟩ := h
    obtain ⟨h1, h2, h3⟩ := key D S U hSD hUS
    exact mem_filter.2 ⟨mem_univ _, (congrArg card h1).trans hD,
      (congrArg card h2).trans hS, (congrArg card h3).trans hU⟩
  · intro d _
    ext x
    rcases x with x | x
    all_goals
      simp only [doubly, singly, upOnly, assemble, mem_union, mem_inter, mem_sdiff,
        mem_toLeft, mem_toRight, inl_mem_disjSum, inr_mem_disjSum]
      tauto
  · rintro ⟨D, S, U⟩ h
    simp only [mem_sigma, mem_powersetCard] at h
    obtain ⟨-, ⟨hSD, -⟩, hUS, -⟩ := h
    obtain ⟨h1, h2, h3⟩ := key D S U hSD hUS
    exact Sigma.ext h1 (heq_of_eq (Sigma.ext h2 (heq_of_eq h3)))
```

## (d) The spin factor of the unpaired electrons

**Task.** Leave the spins of the unpaired electrons free, and show that the number of determinants with $p$ pairs and seniority $s$ is
$$\binom{K}{p}\binom{K-p}{s}\,2^s.$$

**Solution.** The number $u$ of unpaired up spins runs from $0$ to $s$. Summing (c) over it gives
$$\binom{K}{p}\binom{K-p}{s}\sum_{u=0}^{s}\binom{s}{u} = \binom{K}{p}\binom{K-p}{s}(1+1)^s.$$

`card_eq_sum_card_fiberwise` sorts the determinants by $u$, and `Nat.sum_range_choose` is the binomial sum.

```lean
/-- The number of determinants with `p` doubly occupied orbitals and seniority `s` is
`C(K,p) C(K-p,s) 2^s`. -/
theorem card_seniority (K p s : ℕ) :
    (univ.filter fun d : Determinant K => (doubly d).card = p ∧ seniority d = s).card
      = K.choose p * (K - p).choose s * 2 ^ s := by
  -- sort by the number of unpaired spin-up electrons
  refine (card_eq_sum_card_fiberwise (f := fun d => (upOnly d).card)
    (t := range (s + 1)) ?_).trans ?_
  · intro d hd
    simp only [mem_coe, mem_filter, mem_univ, true_and, mem_range] at hd ⊢
    have h : (upOnly d).card ≤ seniority d := card_le_card subset_union_left
    omega
  · rw [← Nat.sum_range_choose s, mul_sum]
    refine sum_congr rfl fun u _ => ?_
    rw [← card_sector K p s u]
    congr 1
    ext d
    simp only [mem_filter, mem_univ, true_and, and_assoc]
```

## (e) All determinants with N electrons

**Task.** Count the $N$-electron determinants without regard to pairing:
$$\#\{\text{determinants with } N \text{ electrons}\} = \binom{2K}{N}.$$

**Solution.** Such a determinant is a choice of $N$ occupied spin orbitals out of $K+K = 2K$. The Lean proof identifies the determinants with the $N$-element subsets, `powersetCard N univ`, and takes the known size.

```lean
/-- There are `C(2K,N)` determinants of `N` electrons in `K` spatial orbitals. -/
theorem card_determinants (K N : ℕ) :
    (univ.filter fun d : Determinant K => d.card = N).card = (2 * K).choose N := by
  have h : (univ.filter fun d : Determinant K => d.card = N) = powersetCard N univ := by
    ext d
    simp [mem_powersetCard]
  rw [h, card_powersetCard, Finset.card_univ, Fintype.card_sum, Fintype.card_fin, two_mul]
```

## (f) The seniority decomposition

**Task.** Show that for all natural numbers $K$ and $N$
$$\sum_{p=0}^{\lfloor N/2\rfloor}\binom{K}{p}\binom{K-p}{N-2p}\,2^{N-2p} = \binom{2K}{N}.$$

**Solution.** Sort the determinants of (e) by their number of pairs. By (b), $2p\le N$, and at fixed $N$ the number of pairs fixes the seniority as $s = N-2p$. Part (d) gives the size of each class, and the classes add up to the total.

For $K=N=2$ the terms are $4$ for $p=0$ and $2$ for $p=1$, as in the opening count. In the limit of complete filling, $N=2K$, the second binomial is $\binom{K-p}{2(K-p)}$. It vanishes unless $p=K$, and the one remaining term is $1$.

In the code `range (N / 2 + 1)` is the summation range, with integer division. The two uses of `electron_number` supply the bound on $p$ and the value of $s$.

```lean
/-- Seniority decomposition: the numbers of `N`-electron determinants with `p` doubly and
`N - 2p` singly occupied orbitals, summed over all `p` with `2p ≤ N`, give `C(2K,N)`. -/
theorem seniority_decomposition (K N : ℕ) :
    ∑ p ∈ range (N / 2 + 1), K.choose p * (K - p).choose (N - 2 * p) * 2 ^ (N - 2 * p)
      = (2 * K).choose N := by
  rw [← card_determinants]
  symm
  refine (card_eq_sum_card_fiberwise (f := fun d => (doubly d).card)
    (t := range (N / 2 + 1)) ?_).trans ?_
  · intro d hd
    simp only [mem_coe, mem_filter, mem_univ, true_and, mem_range] at hd ⊢
    have h := electron_number d
    omega
  · refine sum_congr rfl fun p hp => ?_
    rw [← card_seniority K p (N - 2 * p)]
    congr 1
    ext d
    simp only [mem_filter, mem_univ, true_and]
    have h := electron_number d
    have hp' := mem_range.1 hp
    omega
```

## (g) The decomposition at fixed spin projection

**Task.** Fix $a$ spin-up and $b$ spin-down electrons, hence $M_S = (a-b)/2$, and show that
$$\sum_{p=0}^{\min(a,b)}\binom{K}{p}\binom{K-p}{a+b-2p}\binom{a+b-2p}{a-p} = \binom{K}{a}\binom{K}{b}.$$

**Solution.** The sets $A$ and $B$ are chosen independently, which gives the right-hand side. Now sort by $p$, which exceeds neither $a$ nor $b$. By (b) the seniority is $s = a+b-2p$, and by (a) the number of unpaired up spins is $u = a-p$. Part (c) gives the size of each class.

A CI calculation usually runs at fixed $M_S$. For six electrons in six active orbitals with $a=b=3$, the sectors of seniority $0, 2, 4, 6$ contain $20$, $180$, $180$ and $20$ determinants, $400 = 20^2$ in all. An expansion truncated at seniority two therefore keeps $200$ of them.

In Lean, `hcount` counts the independent pairs of spin strings, and the rest repeats the sorting of (f) with `card_sector` in place of `card_seniority`.

```lean
/-- Seniority decomposition at fixed spin projection: with `a` spin-up and `b` spin-down
electrons, the sectors with `p` doubly occupied orbitals add up to `C(K,a) C(K,b)`. -/
theorem seniority_decomposition_fixed_spin (K a b : ℕ) :
    ∑ p ∈ range (min a b + 1), K.choose p * (K - p).choose (a + b - 2 * p)
        * (a + b - 2 * p).choose (a - p)
      = K.choose a * K.choose b := by
  -- the two spin strings are chosen independently
  have hcount : (univ.filter fun d : Determinant K =>
      d.toLeft.card = a ∧ d.toRight.card = b).card = K.choose a * K.choose b := by
    have hP : (powersetCard a (univ : Finset (Fin K)) ×ˢ
        powersetCard b (univ : Finset (Fin K))).card = K.choose a * K.choose b := by
      rw [card_product, card_powersetCard, card_powersetCard, Finset.card_univ,
        Fintype.card_fin]
    rw [← hP]
    refine card_bij' (fun d _ => (d.toLeft, d.toRight)) (fun x _ => x.1.disjSum x.2)
      ?_ ?_ ?_ ?_
    · intro d hd
      simpa [mem_powersetCard] using hd
    · intro x hx
      simpa [mem_powersetCard] using hx
    · intro d _
      ext x
      rcases x with x | x <;> simp
    · intro x _
      simp
  rw [← hcount]
  symm
  refine (card_eq_sum_card_fiberwise (f := fun d => (doubly d).card)
    (t := range (min a b + 1)) ?_).trans ?_
  · intro d hd
    simp only [mem_coe, mem_filter, mem_univ, true_and, mem_range] at hd ⊢
    have h1 : (doubly d).card ≤ d.toLeft.card := card_le_card inter_subset_left
    have h2 : (doubly d).card ≤ d.toRight.card := card_le_card inter_subset_right
    omega
  · refine sum_congr rfl fun p hp => ?_
    rw [← card_sector K p (a + b - 2 * p) (a - p)]
    congr 1
    ext d
    simp only [mem_filter, mem_univ, true_and]
    have h1 := electron_number d
    have h2 := up_electrons d
    have h3 := d.card_toLeft_add_card_toRight
    have hp' := mem_range.1 hp
    omega
```

## (h) The size of the seniority-zero space

**Task.** Count the determinants of $2p$ electrons in which every occupied orbital is doubly occupied:
$$\#\{\text{determinants with } 2p \text{ electrons and } s=0\} = \binom{K}{p}.$$

**Solution.** Put $s=0$ in (d): the last two factors become $1$. By (b), a determinant of seniority zero has $2p$ electrons exactly when it has $p$ pairs, so both descriptions select the same determinants. The Lean proof makes the same substitution and leaves this equivalence to `omega`.

This is the determinant space of doubly occupied configuration interaction (DOCI) in a fixed set of $K$ orbitals. The count says nothing about how well that space describes a given molecule.

```lean
/-- The seniority-zero space of `2p` electrons in `K` spatial orbitals contains `C(K,p)`
determinants. -/
theorem card_seniority_zero (K p : ℕ) :
    (univ.filter fun d : Determinant K => d.card = 2 * p ∧ seniority d = 0).card
      = K.choose p := by
  have h := card_seniority K p 0
  simp only [Nat.choose_zero_right, pow_zero, mul_one] at h
  rw [← h]
  congr 1
  ext d
  simp only [mem_filter, mem_univ, true_and]
  have hd := electron_number d
  omega

end SeniorityDecomposition
```

```lean
#print axioms SeniorityDecomposition.seniority_decomposition
#print axioms SeniorityDecomposition.seniority_decomposition_fixed_spin
#print axioms SeniorityDecomposition.card_seniority_zero
```

```
'SeniorityDecomposition.seniority_decomposition' depends on axioms: [propext, Classical.choice, Quot.sound]
'SeniorityDecomposition.seniority_decomposition_fixed_spin' depends on axioms: [propext, Classical.choice, Quot.sound]
'SeniorityDecomposition.card_seniority_zero' depends on axioms: [propext, Classical.choice, Quot.sound]
```
